# The affine maps normalising p4 are signed permutations with shifts in $\mathbb Z^2$ or $\mathbb Z^2+(\tfrac12,\tfrac12)$

Let p4 be the plane group generated by the fourfold rotation $(x,y)\mapsto(-y,x)$ about the origin and the translations by the lattice $\mathbb Z^2$. Conjugating this rotation by a translation through $s=(s_1,s_2)$ gives the same rotation followed by the translation $(s_1+s_2,\,s_2-s_1)$. For $s=(\tfrac12,\tfrac12)$ this is the lattice vector $(1,0)$, whereas for $s=(\tfrac12,0)$ it is $(\tfrac12,-\tfrac12)$, which is not in the lattice.

```lean
import Mathlib

open Matrix

namespace PlaneGroupP4Normaliser

noncomputable section

/-- The invertible affine map `p ↦ P p + s` of the plane. -/
def affine (P : Matrix (Fin 2) (Fin 2) ℝ) (s : ℝ × ℝ) (hP : P.det ≠ 0) :
    Equiv.Perm (ℝ × ℝ) where
  toFun p := (P 0 0 * p.1 + P 0 1 * p.2 + s.1, P 1 0 * p.1 + P 1 1 * p.2 + s.2)
  invFun q := (P.det⁻¹ * (P 1 1 * (q.1 - s.1) - P 0 1 * (q.2 - s.2)),
    P.det⁻¹ * (P 0 0 * (q.2 - s.2) - P 1 0 * (q.1 - s.1)))
  left_inv p := by
    have hi : P.det⁻¹ * (P 0 0 * P 1 1 - P 0 1 * P 1 0) = 1 := by
      rw [← Matrix.det_fin_two]; exact inv_mul_cancel₀ hP
    refine Prod.ext ?_ ?_ <;> dsimp only
    · linear_combination p.1 * hi
    · linear_combination p.2 * hi
  right_inv q := by
    have hi : P.det⁻¹ * (P 0 0 * P 1 1 - P 0 1 * P 1 0) = 1 := by
      rw [← Matrix.det_fin_two]; exact inv_mul_cancel₀ hP
    refine Prod.ext ?_ ?_ <;> dsimp only
    · linear_combination (q.1 - s.1) * hi
    · linear_combination (q.2 - s.2) * hi

/-- The lattice translation by the integer vector `(m, n)`. -/
def shift (m n : ℤ) : Equiv.Perm (ℝ × ℝ) where
  toFun p := (p.1 + m, p.2 + n)
  invFun p := (p.1 - m, p.2 - n)
  left_inv p := by simp
  right_inv p := by simp

/-- The fourfold rotation `(x, y) ↦ (-y, x)` about the origin. -/
def fourfold : Equiv.Perm (ℝ × ℝ) where
  toFun p := (-p.2, p.1)
  invFun p := (p.2, -p.1)
  left_inv p := by simp
  right_inv p := by simp

/-- The fourfold rotation together with all lattice translations. -/
def generators : Set (Equiv.Perm (ℝ × ℝ)) :=
  insert fourfold (Set.range fun v : ℤ × ℤ => shift v.1 v.2)

/-- The plane group p4. -/
def p4 : Subgroup (Equiv.Perm (ℝ × ℝ)) := Subgroup.closure generators

/-- The map `g` normalises p4: conjugation by `g` carries p4 exactly onto itself. -/
def Normalises (g : Equiv.Perm (ℝ × ℝ)) : Prop := ∀ h, h ∈ p4 ↔ g * h * g⁻¹ ∈ p4

/-- Each row of `P` has a single nonzero entry `±1`, placed according to a permutation. -/
def IsSignedPerm (P : Matrix (Fin 2) (Fin 2) ℝ) : Prop :=
  ∃ (σ : Equiv.Perm (Fin 2)) (ε : Fin 2 → ℤ), (∀ i, ε i = 1 ∨ ε i = -1) ∧
    ∀ i j, P i j = if σ i = j then (ε i : ℝ) else 0

/-- The vector `s` lies in `Z²` or in `Z² + (1/2, 1/2)`. -/
def AllowedShift (s : ℝ × ℝ) : Prop :=
  (∃ m n : ℤ, s = ((m : ℝ), (n : ℝ))) ∨ ∃ m n : ℤ, s = ((m : ℝ) + 1 / 2, (n : ℝ) + 1 / 2)

/-- Undoing an operation and then applying it returns every point to itself. -/
theorem apply_inv (g : Equiv.Perm (ℝ × ℝ)) (p : ℝ × ℝ) : g (g⁻¹ p) = p :=
  Equiv.apply_symm_apply g p

/-- Applying an operation and then undoing it returns every point to itself. -/
theorem inv_apply (g : Equiv.Perm (ℝ × ℝ)) (p : ℝ × ℝ) : g⁻¹ (g p) = p :=
  Equiv.symm_apply_apply g p

/-- The only integer points on the unit circle are the four axis points. -/
theorem int_circle {c s : ℤ} (h : c ^ 2 + s ^ 2 = 1) :
    (c = 1 ∧ s = 0) ∨ (c = -1 ∧ s = 0) ∨ (c = 0 ∧ s = 1) ∨ (c = 0 ∧ s = -1) := by
  have h1 : c ≤ 1 := by nlinarith [sq_nonneg s]
  have h2 : -1 ≤ c := by nlinarith [sq_nonneg s]
  have h3 : s ≤ 1 := by nlinarith [sq_nonneg c]
  have h4 : -1 ≤ s := by nlinarith [sq_nonneg c]
  interval_cases c <;> interval_cases s <;> simp_all

/-- The operations of p4 are the integer rotations followed by integer translations. -/
theorem mem_p4_iff (g : Equiv.Perm (ℝ × ℝ)) : g ∈ p4 ↔ ∃ c s m n : ℤ, c ^ 2 + s ^ 2 = 1 ∧
    ∀ p : ℝ × ℝ, g p = (c * p.1 - s * p.2 + m, s * p.1 + c * p.2 + n) := by
  constructor
  · intro hg
    change g ∈ Subgroup.closure generators at hg
    induction hg using Subgroup.closure_induction with
    | mem x hx =>
      rcases hx with rfl | ⟨v, rfl⟩
      · exact ⟨0, 1, 0, 0, by norm_num, fun p => by simp [fourfold]⟩
      · exact ⟨1, 0, v.1, v.2, by norm_num, fun p => by simp [shift]⟩
    | one => exact ⟨1, 0, 0, 0, by norm_num, fun p => by simp⟩
    | mul x y _ _ hx hy =>
      obtain ⟨c, s, m, n, h, hx⟩ := hx
      obtain ⟨c', s', m', n', h', hy⟩ := hy
      refine ⟨c * c' - s * s', s * c' + c * s', c * m' - s * n' + m, s * m' + c * n' + n,
        by linear_combination (c' ^ 2 + s' ^ 2) * h + h', fun p => ?_⟩
      rw [Equiv.Perm.mul_apply, hy, hx]
      refine Prod.ext ?_ ?_ <;> push_cast <;> ring
    | inv x _ hx =>
      obtain ⟨c, s, m, n, h, hx⟩ := hx
      have h' : (c : ℝ) ^ 2 + (s : ℝ) ^ 2 = 1 := by exact_mod_cast h
      refine ⟨c, -s, -(c * m + s * n), s * m - c * n, by linear_combination h, fun p => ?_⟩
      apply x.injective
      rw [apply_inv, hx]
      refine Prod.ext ?_ ?_ <;> push_cast
      · linear_combination (m - p.1) * h'
      · linear_combination (n - p.2) * h'
  · rintro ⟨c, s, m, n, h, hg⟩
    have hf : fourfold ∈ p4 := Subgroup.subset_closure (Or.inl rfl)
    have ht : shift m n ∈ p4 := Subgroup.subset_closure (Or.inr ⟨(m, n), rfl⟩)
    rcases int_circle h with ⟨rfl, rfl⟩ | ⟨rfl, rfl⟩ | ⟨rfl, rfl⟩ | ⟨rfl, rfl⟩
    · have e : g = shift m n := Equiv.ext fun p => by rw [hg]; simp [shift]
      rw [e]; exact ht
    · have e : g = shift m n * (fourfold * fourfold) :=
        Equiv.ext fun p => by rw [hg]; simp [shift, fourfold]
      rw [e]; exact mul_mem ht (mul_mem hf hf)
    · have e : g = shift m n * fourfold :=
        Equiv.ext fun p => by rw [hg]; simp [shift, fourfold]
      rw [e]; exact mul_mem ht hf
    · have e : g = shift m n * (fourfold * (fourfold * fourfold)) :=
        Equiv.ext fun p => by rw [hg]; simp [shift, fourfold]
      rw [e]; exact mul_mem ht (mul_mem hf (mul_mem hf hf))

/-- The conjugate `g h g⁻¹` is in p4 iff `g ∘ h` is `g` followed by an operation of p4. -/
theorem conj_mem_iff (g h : Equiv.Perm (ℝ × ℝ)) : g * h * g⁻¹ ∈ p4 ↔
    ∃ c s m n : ℤ, c ^ 2 + s ^ 2 = 1 ∧ ∀ q : ℝ × ℝ,
      g (h q) = (c * (g q).1 - s * (g q).2 + m, s * (g q).1 + c * (g q).2 + n) := by
  rw [mem_p4_iff]
  constructor
  · rintro ⟨c, s, m, n, h1, H⟩
    refine ⟨c, s, m, n, h1, fun q => ?_⟩
    have := H (g q)
    rw [Equiv.Perm.mul_apply, Equiv.Perm.mul_apply, inv_apply] at this
    exact this
  · rintro ⟨c, s, m, n, h1, H⟩
    refine ⟨c, s, m, n, h1, fun p => ?_⟩
    have := H (g⁻¹ p)
    rw [apply_inv] at this
    exact this

/-- Signed permutation matrices are the integer rotations, possibly preceded by the
reflection `y ↦ -y`. -/
theorem signedPerm_iff (P : Matrix (Fin 2) (Fin 2) ℝ) : IsSignedPerm P ↔
    ∃ a c e : ℤ, a ^ 2 + c ^ 2 = 1 ∧ (e = 1 ∨ e = -1) ∧
      P 0 0 = a ∧ P 0 1 = -(e * c) ∧ P 1 0 = c ∧ P 1 1 = e * a := by
  constructor
  · rintro ⟨σ, ε, hε, h⟩
    have key : ∀ x y : Fin 2, x ≠ y → (x = 0 ∧ y = 1) ∨ (x = 1 ∧ y = 0) := by decide
    rcases key _ _ (σ.injective.ne (show (0 : Fin 2) ≠ 1 by decide)) with ⟨s0, s1⟩ | ⟨s0, s1⟩
    · refine ⟨ε 0, 0, ε 0 * ε 1, ?_⟩
      rcases hε 0 with h0 | h0 <;> rcases hε 1 with h1 | h1 <;> simp [h, s0, s1, h0, h1]
    · refine ⟨0, ε 1, -(ε 0 * ε 1), ?_⟩
      rcases hε 0 with h0 | h0 <;> rcases hε 1 with h1 | h1 <;> simp [h, s0, s1, h0, h1]
  · rintro ⟨a, c, e, hac, he, h00, h01, h10, h11⟩
    rcases int_circle hac with ⟨rfl, rfl⟩ | ⟨rfl, rfl⟩ | ⟨rfl, rfl⟩ | ⟨rfl, rfl⟩
    · refine ⟨1, ![1, e], ?_, ?_⟩ <;> rcases he with rfl | rfl <;>
        simp [Fin.forall_fin_two, h00, h01, h10, h11]
    · refine ⟨1, ![-1, -e], ?_, ?_⟩ <;> rcases he with rfl | rfl <;>
        simp [Fin.forall_fin_two, h00, h01, h10, h11]
    · refine ⟨Equiv.swap 0 1, ![-e, 1], ?_, ?_⟩ <;> rcases he with rfl | rfl <;>
        simp [Fin.forall_fin_two, h00, h01, h10, h11]
    · refine ⟨Equiv.swap 0 1, ![e, -1], ?_, ?_⟩ <;> rcases he with rfl | rfl <;>
        simp [Fin.forall_fin_two, h00, h01, h10, h11]

/-- A shift lies in `Z²` or `Z² + (1/2, 1/2)` iff the sum and the difference of its
coordinates are integers. -/
theorem allowedShift_iff (s : ℝ × ℝ) :
    AllowedShift s ↔ ∃ u v : ℤ, s.1 + s.2 = u ∧ s.1 - s.2 = v := by
  constructor
  · rintro (⟨m, n, rfl⟩ | ⟨m, n, rfl⟩)
    · exact ⟨m + n, m - n, by push_cast; ring, by push_cast; ring⟩
    · exact ⟨m + n + 1, m - n, by push_cast; ring, by push_cast; ring⟩
  · rintro ⟨u, v, hu, hv⟩
    rcases Int.even_or_odd' (u + v) with ⟨i, hi | hi⟩
    · have hi' : (u : ℝ) + v = 2 * i := by exact_mod_cast hi
      exact Or.inl ⟨i, u - i, Prod.ext (by dsimp only; linarith)
        (by push_cast; linarith)⟩
    · have hi' : (u : ℝ) + v = 2 * i + 1 := by exact_mod_cast hi
      exact Or.inr ⟨i, u - i - 1, Prod.ext (by dsimp only; linarith)
        (by push_cast; linarith)⟩

/-- A rotation of p4 moves an allowed shift by a lattice vector. -/
theorem rotate_shift {s : ℝ × ℝ} (hs : AllowedShift s) {C S : ℤ} (h : C ^ 2 + S ^ 2 = 1) :
    ∃ i j : ℤ, C * s.1 - S * s.2 - s.1 = i ∧ S * s.1 + C * s.2 - s.2 = j := by
  obtain ⟨u, v, hu, hv⟩ := (allowedShift_iff s).1 hs
  rcases int_circle h with ⟨rfl, rfl⟩ | ⟨rfl, rfl⟩ | ⟨rfl, rfl⟩ | ⟨rfl, rfl⟩
  · exact ⟨0, 0, by push_cast; ring, by push_cast; ring⟩
  · exact ⟨-(u + v), -(u - v), by push_cast; linarith, by push_cast; linarith⟩
  · exact ⟨-u, v, by push_cast; linarith, by push_cast; linarith⟩
  · exact ⟨-v, -u, by push_cast; linarith, by push_cast; linarith⟩

/-- An integer column `(a, c)` has unit length if the integer matrix `[[a, -c], [c, a]]`
sends some integer vector to `(1, 0)`. -/
theorem unit_column {a c m n : ℤ} (h1 : a * m - c * n = 1) (h2 : c * m + a * n = 0) :
    a ^ 2 + c ^ 2 = 1 := by
  have key : (a ^ 2 + c ^ 2) * (m ^ 2 + n ^ 2) = 1 := by
    linear_combination (a * m - c * n + 1) * h1 + (c * m + a * n) * h2
  exact Int.eq_one_of_dvd_one (by positivity) ⟨m ^ 2 + n ^ 2, key.symm⟩

/-- An invertible affine map `(P, s)` normalises p4 iff `P` is a signed permutation matrix
and `s` lies in `Z²` or `Z² + (1/2, 1/2)`. -/
theorem normalises_p4_iff (P : Matrix (Fin 2) (Fin 2) ℝ) (s : ℝ × ℝ) (hP : P.det ≠ 0) :
    Normalises (affine P s hP) ↔ IsSignedPerm P ∧ AllowedShift s := by
  have ap : ∀ p, affine P s hP p =
    (P 0 0 * p.1 + P 0 1 * p.2 + s.1, P 1 0 * p.1 + P 1 1 * p.2 + s.2) := fun _ => rfl
  have sh : ∀ (m n : ℤ) p, shift m n p = (p.1 + m, p.2 + n) := fun _ _ _ => rfl
  have ff : ∀ p, fourfold p = (-p.2, p.1) := fun _ => rfl
  have ht : ∀ m n, shift m n ∈ p4 := fun m n =>
    Subgroup.subset_closure (Or.inr ⟨(m, n), rfl⟩)
  constructor
  · intro H
    -- conjugated lattice translations are lattice translations, so P is integral
    have col : ∀ i j : ℤ, ∃ m n : ℤ,
        P 0 0 * i + P 0 1 * j = m ∧ P 1 0 * i + P 1 1 * j = n := by
      intro i j
      obtain ⟨C, S, m, n, _, h⟩ := (conj_mem_iff _ _).1 ((H _).1 (ht i j))
      obtain ⟨q, hq⟩ := (affine P s hP).surjective (0, 0)
      have h := h q
      rw [hq] at h
      simp only [ap, sh, Prod.mk.injEq] at h hq
      exact ⟨m, n, by linear_combination h.1 - hq.1, by linear_combination h.2 - hq.2⟩
    obtain ⟨a, c, ha, hc⟩ := col 1 0
    obtain ⟨b, d, hb, hd⟩ := col 0 1
    simp only [Int.cast_one, Int.cast_zero, mul_one, mul_zero, add_zero, zero_add]
      at ha hb hc hd
    -- conjugating back, (1, 0) is the image of an integer vector
    obtain ⟨m, n, hm, hn⟩ : ∃ m n : ℤ, (a : ℝ) * m + b * n = 1 ∧ (c : ℝ) * m + d * n = 0 := by
      have h := (H ((affine P s hP)⁻¹ * shift 1 0 * affine P s hP)).2 (by
        have e : affine P s hP * ((affine P s hP)⁻¹ * shift 1 0 * affine P s hP) *
          (affine P s hP)⁻¹ = shift 1 0 := by group
        rw [e]; exact ht 1 0)
      obtain ⟨C, S, m, n, _, h⟩ := (mem_p4_iff _).1 h
      have h := congrArg (⇑(affine P s hP)) (h (0, 0))
      rw [Equiv.Perm.mul_apply, Equiv.Perm.mul_apply, apply_inv] at h
      simp only [ap, sh, Prod.mk.injEq, ha, hb, hc, hd, Int.cast_one, Int.cast_zero] at h
      exact ⟨m, n, by linear_combination -h.1, by linear_combination -h.2⟩
    -- the conjugated fourfold rotation, read off at three points
    obtain ⟨C, S, k, l, hCS, h⟩ := (conj_mem_iff _ _).1
      ((H _).1 (Subgroup.subset_closure (Or.inl rfl) : fourfold ∈ p4))
    have h0 := h (0, 0)
    have h1 := h (1, 0)
    have h2 := h (0, 1)
    simp only [ap, ff, Prod.mk.injEq, ha, hb, hc, hd] at h0 h1 h2
    obtain ⟨x0, y0⟩ := h0
    obtain ⟨x1, y1⟩ := h1
    obtain ⟨x2, y2⟩ := h2
    rcases int_circle hCS with ⟨rfl, rfl⟩ | ⟨rfl, rfl⟩ | ⟨rfl, rfl⟩ | ⟨rfl, rfl⟩ <;>
      push_cast at x0 y0 x1 y1 x2 y2
    · have A : (a : ℝ) = 0 := by linarith
      have B : (b : ℝ) = 0 := by linarith
      exact absurd (by rw [Matrix.det_fin_two, ha, hb, A, B]; ring) hP
    · have A : (a : ℝ) = 0 := by linarith
      have B : (b : ℝ) = 0 := by linarith
      exact absurd (by rw [Matrix.det_fin_two, ha, hb, A, B]; ring) hP
    · have B : (b : ℝ) = -c := by linarith
      have D : (d : ℝ) = a := by linarith
      have u1 : (a : ℝ) * m - c * n = 1 := by linear_combination hm - n * B
      have u2 : (c : ℝ) * m + a * n = 0 := by linear_combination hn - n * D
      exact ⟨(signedPerm_iff P).2 ⟨a, c, 1,
          unit_column (by exact_mod_cast u1) (by exact_mod_cast u2), Or.inl rfl, ha,
          by rw [hb, B]; push_cast; ring, hc, by rw [hd, D]; push_cast; ring⟩,
        (allowedShift_iff s).2 ⟨k, -l, by linarith, by push_cast; linarith⟩⟩
    · have B : (b : ℝ) = c := by linarith
      have D : (d : ℝ) = -a := by linarith
      have u1 : (a : ℝ) * m - c * (-n) = 1 := by linear_combination hm - n * B
      have u2 : (c : ℝ) * m + a * (-n) = 0 := by linear_combination hn - n * D
      exact ⟨(signedPerm_iff P).2 ⟨a, c, -1,
          unit_column (n := -n) (by exact_mod_cast u1) (by exact_mod_cast u2), Or.inr rfl, ha,
          by rw [hb, B]; push_cast; ring, hc, by rw [hd, D]; push_cast; ring⟩,
        (allowedShift_iff s).2 ⟨l, k, by linarith, by linarith⟩⟩
  · rintro ⟨hp, hs⟩ h
    obtain ⟨a, c, e, hac, he, h00, h01, h10, h11⟩ := (signedPerm_iff P).1 hp
    have he2 : e ^ 2 = 1 := by rcases he with rfl | rfl <;> norm_num
    have hac' : (a : ℝ) ^ 2 + (c : ℝ) ^ 2 = 1 := by exact_mod_cast hac
    have he' : (e : ℝ) ^ 2 = 1 := by exact_mod_cast he2
    rw [conj_mem_iff, mem_p4_iff]
    constructor
    · rintro ⟨C, S, m, n, hCS, hh⟩
      have hC : C ^ 2 + (e * S) ^ 2 = 1 := by linear_combination hCS + S ^ 2 * he2
      obtain ⟨i, j, hi, hj⟩ := rotate_shift hs hC
      push_cast at hi hj
      refine ⟨C, e * S, -i + a * m - e * c * n, -j + c * m + e * a * n, hC, fun q => ?_⟩
      simp only [ap, hh, h00, h01, h10, h11]
      refine Prod.ext ?_ ?_ <;> push_cast
      · linear_combination a * S * q.2 * he' - hi
      · linear_combination c * S * q.2 * he' - hj
    · rintro ⟨C, S, k, l, hCS, hh⟩
      have hC : C ^ 2 + (e * S) ^ 2 = 1 := by linear_combination hCS + S ^ 2 * he2
      obtain ⟨i, j, hi, hj⟩ := rotate_shift hs hCS
      refine ⟨C, e * S, a * (i + k) + c * (j + l), e * (-c * (i + k) + a * (j + l)), hC,
        fun q => (affine P s hP).injective ?_⟩
      rw [hh q]
      simp only [ap, h00, h01, h10, h11]
      refine Prod.ext ?_ ?_ <;> push_cast
      · linear_combination (c * S * q.1 + c * (-c * (i + k) + a * (j + l))) * he' + hi
          - (i + k) * hac'
      · linear_combination -(a * S * q.1 + a * (-c * (i + k) + a * (j + l))) * he' + hj
          - (j + l) * hac'

/-- Every invertible affine map that normalises p4 preserves the distance between points. -/
theorem normaliser_preserves_distance (P : Matrix (Fin 2) (Fin 2) ℝ) (s : ℝ × ℝ)
    (hP : P.det ≠ 0) (H : Normalises (affine P s hP)) (p q : ℝ × ℝ) :
    ((affine P s hP p).1 - (affine P s hP q).1) ^ 2 +
      ((affine P s hP p).2 - (affine P s hP q).2) ^ 2 =
    (p.1 - q.1) ^ 2 + (p.2 - q.2) ^ 2 := by
  obtain ⟨a, c, e, hac, he, h00, h01, h10, h11⟩ :=
    (signedPerm_iff P).1 ((normalises_p4_iff P s hP).1 H).1
  have hac' : (a : ℝ) ^ 2 + (c : ℝ) ^ 2 = 1 := by exact_mod_cast hac
  have he' : (e : ℝ) ^ 2 = 1 := by rcases he with rfl | rfl <;> norm_num
  have ap : ∀ p, affine P s hP p =
    (P 0 0 * p.1 + P 0 1 * p.2 + s.1, P 1 0 * p.1 + P 1 1 * p.2 + s.2) := fun _ => rfl
  simp only [ap, h00, h01, h10, h11]
  linear_combination ((p.1 - q.1) ^ 2 + e ^ 2 * (p.2 - q.2) ^ 2) * hac' +
    (p.2 - q.2) ^ 2 * he'

/-- The translation by `(1/2, 1/2)` normalises p4 but does not belong to it. -/
theorem centring_shift_normalises :
    Normalises (affine 1 (1 / 2, 1 / 2) (by simp)) ∧
      affine 1 (1 / 2, 1 / 2) (by simp) ∉ p4 := by
  constructor
  · refine (normalises_p4_iff _ _ _).2 ⟨⟨1, fun _ => 1, fun _ => Or.inl rfl, fun i j => ?_⟩,
      Or.inr ⟨0, 0, by simp⟩⟩
    simp [Matrix.one_apply]
  · intro h
    obtain ⟨c, s, m, n, _, h⟩ := (mem_p4_iff _).1 h
    have h1 := congrArg Prod.fst (h (0, 0))
    simp only [affine, Equiv.coe_fn_mk, mul_zero, add_zero, zero_add, sub_zero] at h1
    have h2 : (2 : ℝ) * m = 1 := by linarith
    have h3 : 2 * m = 1 := by exact_mod_cast h2
    omega

end

end PlaneGroupP4Normaliser
```

```lean
#print axioms PlaneGroupP4Normaliser.normalises_p4_iff
#print axioms PlaneGroupP4Normaliser.normaliser_preserves_distance
#print axioms PlaneGroupP4Normaliser.centring_shift_normalises
```

```
'PlaneGroupP4Normaliser.normalises_p4_iff' depends on axioms: [propext, Classical.choice, Quot.sound]
'PlaneGroupP4Normaliser.normaliser_preserves_distance' depends on axioms: [propext, Classical.choice, Quot.sound]
'PlaneGroupP4Normaliser.centring_shift_normalises' depends on axioms: [propext, Classical.choice, Quot.sound]
```

## Changes of coordinates that keep the symmetry operations

Symmetry operations are bijections of the real plane, elements of `Equiv.Perm (ℝ × ℝ)`. The group `p4` is generated by `fourfold` and the integer translations `shift m n`, so lengths are in units of the lattice constant and the origin lies on a fourfold axis. The map `affine P s hP` is $g(x)=Px+s$, with `hP` stating that $\det P\neq0$.

If $g$ is read as a change of coordinates, an operation $h$ becomes $ghg^{-1}$. `Normalises g` says that $h$ is in p4 exactly when $ghg^{-1}$ is. Both directions matter: the scaling $x\mapsto2x$ conjugates p4 into itself, but not onto itself.

The theorem `normalises_p4_iff` states that $g$ normalises p4 exactly when $P$ is a signed permutation matrix (`IsSignedPerm`) and $s$ lies in $\mathbb Z^2$ or $\mathbb Z^2+(\tfrac12,\tfrac12)$ (`AllowedShift`). For a planar structure with p4 symmetry, these are the affine changes of axes and origin that leave the set of symmetry operations unchanged. Non-affine maps and other plane groups are not treated.

## Integrality fixes the matrix

Write $J$ for the matrix of the quarter turn. Every element of p4 has the form $x\mapsto Rx+t$ with $t\in\mathbb Z^2$ and $R$ an integer rotation. Such maps are closed under products and inverses. The first column $(C,S)$ of $R$ satisfies $C^2+S^2=1$, which has only four integer solutions (`int_circle`), and it determines the rotation, so $R$ is $\pm1$ or $\pm J$, a power of $J$. This is `mem_p4_iff`, proved by induction over the generated subgroup. The lemma `conj_mem_iff` rewrites membership of $ghg^{-1}$ as an equation for $g(h(q))$, which avoids computing with $g^{-1}$.

Suppose $g$ normalises p4. Conjugating the translation by $t$ gives the translation by $Pt$, so $P$ has integer columns $(a,c)$ and $(b,d)$. Conjugating the translation by $(1,0)$ backwards gives an integer vector $(m,n)$ with $P(m,n)=(1,0)$.

Conjugating the rotation gives
$$x\mapsto Kx+s-Ks,\qquad K=PJP^{-1}\in\{\pm1,\pm J\}.$$
$K=\pm1$ would force $J=\pm1$; in Lean, comparing values at three points makes the first row of $P$ vanish, contradicting `hP`. So $PJ=eJP$ with $e=\pm1$, which gives $b=-ec$ and $d=ea$. Then $am-ecn=1$ and $cm+ean=0$, and adding squares yields
$$(a^2+c^2)(m^2+n^2)=1.$$
Hence $a^2+c^2=1$ (`unit_column`), and $P$ is a signed permutation by `signedPerm_iff`.

## Parity fixes the shift

The vector $s-Ks$ is $(s_1+s_2,s_2-s_1)$ for $K=J$ and $(s_1-s_2,s_1+s_2)$ for $K=-J$. In both cases $u=s_1+s_2$ and $v=s_1-s_2$ are integers, and $s=\tfrac12(u+v,u-v)$. As $u+v$ and $u-v$ have equal parity, the coordinates of $s$ are both integers or both half-odd integers, as `allowedShift_iff` records.

Conversely, let $P$ and $s$ be of the stated form. An operation $x\mapsto Rx+t$ is conjugated to
$$x\mapsto R'x+Pt+s-R's,\qquad R'=PRP^{-1}=R^{\pm1}.$$
By `rotate_shift`, $s-R's$ is an integer vector, so the conjugate is in p4. In the other direction, a conjugate $x\mapsto R'x+t'$ in p4 comes from the operation with rotation $P^{-1}R'P$ and translation $P^{-1}(t'+R's-s)$. This is integral because $P^{-1}=P^{\mathsf T}$. Lean checks both coordinate identities with `linear_combination`.

## Distances and the centring shift

Since $P$ is orthogonal, `normaliser_preserves_distance` follows, stated for squared Euclidean distances. The shift by $(\tfrac12,\tfrac12)$ normalises p4 but is not in it (`centring_shift_normalises`), because elements of p4 send the origin to integer points.
